# At most $(kN)^2$ two-electron integrals exceed $t$ if each of $N$ orbitals has at most $k$ significant partners

**Question.** Schwarz screening is said to leave at most $(kN)^2$ of the $N^4$ two-electron integrals when each orbital overlaps appreciably with only $k$ others. But the Coulomb interaction is long-ranged, so two charge clouds at opposite ends of a molecule still repel each other noticeably. How can the count fall from quartic to quadratic without using the decay of this repulsion with distance, and what exactly must "overlaps appreciably" mean?

**Answer.** Let $g(pq,rs)$ be a real positive semidefinite matrix on ordered orbital pairs, with diagonal entries at most $M$, and let $t\ge 0$. Call $q$ a significant partner of $p$ if $t^2 < M\,g(pq,pq)$. If every orbital has at most $k$ significant partners, at most $(kN)^2$ integrals satisfy $|g(pq,rs)|>t$. The distance between the clouds $pq$ and $rs$ never enters: the saving comes from having at most $kN$ clouds that matter, all of which may interact.

## From self-repulsion to a count

For real orbitals,
$$g(pq,rs)=\iint \frac{\phi_p(\mathbf r_1)\phi_q(\mathbf r_1)\,\phi_r(\mathbf r_2)\phi_s(\mathbf r_2)}{|\mathbf r_1-\mathbf r_2|}\,d\mathbf r_1 d\mathbf r_2 .$$
The quadratic form of $g$ is twice the electrostatic self-energy of a charge distribution, which is why it is nonnegative. The constant $M$ bounds the self-repulsion $g(pq,pq)$ of any orbital product.

Write $x=pq$ and $y=rs$. For the distribution $c\,x+y$ with real $c$,
$$g(x,x)\,c^2+2g(x,y)\,c+g(y,y)\ge 0 .$$
This holds for all $c$, so the discriminant $4g(x,y)^2-4g(x,x)g(y,y)$ is not positive, and
$$g(x,y)^2\le g(x,x)\,g(y,y).$$

If $|g(x,y)|>t\ge 0$, then $t^2<g(x,y)^2\le g(x,x)g(y,y)$, so the quartet passes the Schwarz test, which keeps exactly the quartets with $t^2<g(x,x)g(y,y)$. For every quartet that passes the test, $0\le g(x,x)$ and $g(y,y)\le M$ give $t^2<M\,g(x,x)$. Exchanging the roles gives $t^2<M\,g(y,y)$, so both pairs are significant. Summing the partners over all $p$ gives at most $kN$ significant pairs. Hence at most $(kN)^2$ quartets pass the test, and these include all integrals with $|g(x,y)|>t$.

Let $D$ be the density matrix and $J(x)=\sum_y g(x,y)D(y)$ the Coulomb matrix. Every integral that fails the test has $|g(x,y)|\le t$, so omitting these integrals changes $J(x)$ by at most $t\sum_y|D(y)|$.

## The test in a Fock build

In the simplest form of the test, a program first computes the $N^2$ diagonal integrals and stores $Q_{pq}=\sqrt{g(pq,pq)}$. It then evaluates $g(pq,rs)$ only if $Q_{pq}Q_{rs}>t$. Production codes commonly screen whole batches of integrals and often include density matrix elements in the test; the simple form is the one treated here. With $M=1$ and $t=10^{-10}$, a pair with $Q_{pq}\le 10^{-10}$ can be removed from the pair list altogether, while a pair with $Q_{pq}=10^{-6}$ is combined only with pairs having $Q_{rs}>10^{-4}$. For a finite real basis in which $k$ stays bounded as the molecule grows, the number of quartets evaluated therefore grows at most quadratically.

## Why positivity matters

Take two orbitals and let the only nonzero integrals be $g(11,22)=g(22,11)=1$. With $M=1$ and $t=1/2$ there are no significant partners, so $k=0$ is allowed, yet two integrals exceed $t$. Symmetry and a nonnegative diagonal are thus not enough to give the bound.

## What the Lean statements say

The orbitals form a finite type `n`, with $N$ = `Fintype.card n`, and the integrals are a `Matrix (n × n) (n × n) ℝ`. The hypothesis `hg : g.PosSemidef` includes symmetry under $pq\leftrightarrow rs$; it is assumed, not derived from the Coulomb kernel. The other hypotheses of `card_largeIntegrals_le` are `ht` for $t\ge0$, `hM` for the diagonal bound and `hk` for the number of partners. For $M>0$, significance is the same as $g(pq,pq)>t^2/M$.

Quartets are counted as ordered, so $pq$ and $qp$ are separate pairs, and $p$ may be its own partner. The error bound concerns the Coulomb matrix, not exchange, and takes the integrals as exact real numbers.

The theorem `count_attained` shows that the count can be reached. Orbitals are labelled by a finite commutative group, and $g(pq,rs)=1$ if $p+q$ and $r+s$ both lie in a set $A$, otherwise $0$. For $0\le t<1$ and $M=1$, each orbital has exactly $k=|A|$ partners and exactly $(kN)^2$ integrals exceed $t$. This is an algebraic model, not a set of integrals computed from actual orbitals.

```lean
import Mathlib

open Finset

namespace SchwarzScreening

noncomputable section

variable {n : Type*} [Fintype n]

/-- The partners `q` of an orbital `p` that are significant at threshold `t`:
those for which `M` times the diagonal integral `g(pq,pq)` exceeds `t ^ 2`. -/
def significantPartners (g : Matrix (n × n) (n × n) ℝ) (M t : ℝ) (p : n) : Finset n :=
  univ.filter fun q => t ^ 2 < M * g (p, q) (p, q)

/-- The ordered orbital pairs `pq` for which `M` times `g(pq,pq)` exceeds `t ^ 2`. -/
def significantPairs (g : Matrix (n × n) (n × n) ℝ) (M t : ℝ) : Finset (n × n) :=
  univ.filter fun x => t ^ 2 < M * g x x

/-- The quartets that pass the Schwarz test `t ^ 2 < g(pq,pq) g(rs,rs)`. -/
def schwarzSurvivors (g : Matrix (n × n) (n × n) ℝ) (t : ℝ) :
    Finset ((n × n) × (n × n)) :=
  univ.filter fun z => t ^ 2 < g z.1 z.1 * g z.2 z.2

/-- The quartets whose integral exceeds `t` in absolute value. -/
def largeIntegrals (g : Matrix (n × n) (n × n) ℝ) (t : ℝ) :
    Finset ((n × n) × (n × n)) :=
  univ.filter fun z => t < |g z.1 z.2|

/-- The Coulomb matrix element `J(pq) = ∑ g(pq,rs) D(rs)` for a density matrix `D`. -/
def coulomb (g : Matrix (n × n) (n × n) ℝ) (D : n × n → ℝ) (x : n × n) : ℝ :=
  ∑ y, g x y * D y

/-- The Coulomb matrix element built only from quartets that pass the Schwarz test. -/
def screenedCoulomb (g : Matrix (n × n) (n × n) ℝ) (D : n × n → ℝ) (t : ℝ)
    (x : n × n) : ℝ :=
  ∑ y, if t ^ 2 < g x x * g y y then g x y * D y else 0

/-- Schwarz inequality for the integrals: if `g` is positive semidefinite, then
`g(pq,rs) ^ 2 ≤ g(pq,pq) g(rs,rs)`. -/
theorem schwarz {g : Matrix (n × n) (n × n) ℝ} (hg : g.PosSemidef) (x y : n × n) :
    g x y ^ 2 ≤ g x x * g y y := by
  classical
  have hs : g y x = g x y := by simpa using hg.isHermitian.apply x y
  -- the quadratic form on the charge distribution `c * x + y` is nonnegative
  have hq : ∀ c : ℝ, 0 ≤ g x x * (c * c) + (2 * g x y) * c + g y y := by
    intro c
    have hv := hg.dotProduct_mulVec_nonneg (Pi.single x c + Pi.single y 1)
    simp [Matrix.mulVec_add, add_dotProduct, dotProduct_add, Matrix.mulVec_single, hs] at hv
    linarith
  have hd := discrim_le_zero hq
  unfold discrim at hd
  linarith

/-- For positive semidefinite `g` and `t ≥ 0`, an integral larger than `t` in absolute
value passes the Schwarz test. -/
theorem passes_test_of_large {g : Matrix (n × n) (n × n) ℝ} (hg : g.PosSemidef)
    {t : ℝ} (ht : 0 ≤ t) {x y : n × n} (h : t < |g x y|) :
    t ^ 2 < g x x * g y y := by
  have h1 := schwarz hg x y
  have h2 := sq_abs (g x y)
  nlinarith

/-- The number of significant pairs is the sum over orbitals of the number of
significant partners. -/
theorem card_significantPairs (g : Matrix (n × n) (n × n) ℝ) (M t : ℝ) :
    (significantPairs g M t).card = ∑ p, (significantPartners g M t p).card := by
  simp only [significantPairs, significantPartners, Finset.card_filter]
  rw [Fintype.sum_prod_type]

/-- Let `g` be positive semidefinite with diagonal at most `M`. If every orbital has at
most `k` significant partners, at most `(k N) ^ 2` quartets pass the Schwarz test. -/
theorem card_schwarzSurvivors_le {g : Matrix (n × n) (n × n) ℝ} (hg : g.PosSemidef)
    {M t : ℝ} (hM : ∀ x, g x x ≤ M) {k : ℕ}
    (hk : ∀ p, (significantPartners g M t p).card ≤ k) :
    (schwarzSurvivors g t).card ≤ (k * Fintype.card n) ^ 2 := by
  classical
  have hd : ∀ x, 0 ≤ g x x := fun x => by
    simpa using hg.dotProduct_mulVec_nonneg (Pi.single x 1)
  -- both pairs of a surviving quartet are significant
  have hsub : schwarzSurvivors g t ⊆ significantPairs g M t ×ˢ significantPairs g M t := by
    rintro ⟨x, y⟩ h
    simp only [schwarzSurvivors, significantPairs, mem_filter, mem_univ, true_and,
      mem_product] at h ⊢
    have h1 := mul_le_mul_of_nonneg_left (hM y) (hd x)
    have h2 := mul_le_mul_of_nonneg_left (hM x) (hd y)
    constructor <;> linarith
  -- there are at most `k N` significant pairs
  have hpairs : (significantPairs g M t).card ≤ k * Fintype.card n := by
    rw [card_significantPairs]
    calc ∑ p, (significantPartners g M t p).card ≤ ∑ _p : n, k :=
          Finset.sum_le_sum fun p _ => hk p
      _ = k * Fintype.card n := by simp [mul_comm]
  calc (schwarzSurvivors g t).card
      ≤ (significantPairs g M t ×ˢ significantPairs g M t).card := card_le_card hsub
    _ = (significantPairs g M t).card ^ 2 := by rw [card_product, sq]
    _ ≤ (k * Fintype.card n) ^ 2 := Nat.pow_le_pow_left hpairs 2

/-- Let `g` be positive semidefinite with diagonal at most `M`, and let `t ≥ 0`. If every
one of the `N` orbitals has at most `k` significant partners, then at most `(k N) ^ 2`
integrals exceed `t` in absolute value. -/
theorem card_largeIntegrals_le {g : Matrix (n × n) (n × n) ℝ} (hg : g.PosSemidef)
    {M t : ℝ} (ht : 0 ≤ t) (hM : ∀ x, g x x ≤ M) {k : ℕ}
    (hk : ∀ p, (significantPartners g M t p).card ≤ k) :
    (largeIntegrals g t).card ≤ (k * Fintype.card n) ^ 2 := by
  refine (card_le_card ?_).trans (card_schwarzSurvivors_le hg hM hk)
  intro z hz
  simp only [largeIntegrals, schwarzSurvivors, mem_filter, mem_univ, true_and] at hz ⊢
  exact passes_test_of_large hg ht hz

/-- For positive semidefinite `g` and `t ≥ 0`, Schwarz screening changes each Coulomb
matrix element by at most `t` times the sum of the absolute density matrix elements. -/
theorem screenedCoulomb_error {g : Matrix (n × n) (n × n) ℝ} (hg : g.PosSemidef)
    {t : ℝ} (ht : 0 ≤ t) (D : n × n → ℝ) (x : n × n) :
    |coulomb g D x - screenedCoulomb g D t x| ≤ t * ∑ y, |D y| := by
  unfold coulomb screenedCoulomb
  rw [← Finset.sum_sub_distrib, Finset.mul_sum]
  refine (Finset.abs_sum_le_sum_abs _ _).trans (Finset.sum_le_sum fun y _ => ?_)
  split_ifs with h
  · rw [sub_self, abs_zero]
    positivity
  · -- a discarded integral is at most `t`
    have hle : |g x y| ≤ t := not_lt.mp fun h' => h (passes_test_of_large hg ht h')
    rw [sub_zero, abs_mul]
    exact mul_le_mul_of_nonneg_right hle (abs_nonneg _)

variable {G : Type*} [AddCommGroup G] [Fintype G] [DecidableEq G]

/-- Model integrals for orbitals labelled by a finite commutative group: `g(pq,rs)` is `1`
if `p + q` and `r + s` both lie in the set `A`, and `0` otherwise. -/
def modelIntegrals (A : Finset G) : Matrix (G × G) (G × G) ℝ :=
  fun x y => (if x.1 + x.2 ∈ A then 1 else 0) * (if y.1 + y.2 ∈ A then 1 else 0)

/-- The count is sharp: for `0 ≤ t < 1` the model integrals are positive semidefinite,
symmetric under exchange of `p` and `q`, and have diagonal at most `1`; every orbital has
exactly `k = |A|` significant partners, and exactly `(k N) ^ 2` integrals exceed `t`. -/
theorem count_attained (A : Finset G) {t : ℝ} (ht0 : 0 ≤ t) (ht1 : t < 1) :
    (modelIntegrals A).PosSemidef ∧
    (∀ p q y, modelIntegrals A (p, q) y = modelIntegrals A (q, p) y) ∧
    (∀ x, modelIntegrals A x x ≤ 1) ∧
    (∀ p, (significantPartners (modelIntegrals A) 1 t p).card = A.card) ∧
    (largeIntegrals (modelIntegrals A) t).card = (A.card * Fintype.card G) ^ 2 := by
  have hsig : ∀ x : G × G, t ^ 2 < 1 * modelIntegrals A x x ↔ x.1 + x.2 ∈ A := by
    intro x
    unfold modelIntegrals
    split_ifs with h
    · exact ⟨fun _ => h, fun _ => by nlinarith⟩
    · exact ⟨fun h' => (by linarith [sq_nonneg t] : False).elim, fun h' => absurd h' h⟩
  have hlarge : ∀ x y : G × G,
      t < |modelIntegrals A x y| ↔ x.1 + x.2 ∈ A ∧ y.1 + y.2 ∈ A := by
    intro x y
    by_cases hx : x.1 + x.2 ∈ A <;> by_cases hy : y.1 + y.2 ∈ A <;>
      simp [modelIntegrals, hx, hy, ht0, ht1]
  -- translation by `p` matches the partners of `p` with the elements of `A`
  have hpart : ∀ p, (significantPartners (modelIntegrals A) 1 t p).card = A.card := by
    intro p
    have hmem : ∀ q, q ∈ significantPartners (modelIntegrals A) 1 t p ↔ p + q ∈ A := by
      intro q
      simp only [significantPartners, mem_filter, mem_univ, true_and, hsig]
    exact Finset.card_bij (fun q _ => p + q) (fun q hq => (hmem q).1 hq)
      (fun _ _ _ _ h => add_left_cancel h)
      (fun b hb => ⟨b - p, (hmem _).2 (by simpa using hb), by simp⟩)
  refine ⟨?_, ?_, ?_, hpart, ?_⟩
  · -- the model is a Gram matrix of rank at most one
    let B : Matrix Unit (G × G) ℝ := fun _ x => if x.1 + x.2 ∈ A then 1 else 0
    have hB : modelIntegrals A = B.conjTranspose * B := by
      ext x y
      simp only [Matrix.mul_apply, Matrix.conjTranspose_apply]
      simp [modelIntegrals, B]
    rw [hB]
    exact Matrix.posSemidef_conjTranspose_mul_self B
  · intro p q y
    simp only [modelIntegrals, add_comm p q]
  · intro x
    unfold modelIntegrals
    split_ifs <;> norm_num
  · have hprod : largeIntegrals (modelIntegrals A) t =
        significantPairs (modelIntegrals A) 1 t ×ˢ
          significantPairs (modelIntegrals A) 1 t := by
      ext ⟨x, y⟩
      simp only [largeIntegrals, significantPairs, mem_filter, mem_univ, true_and,
        mem_product, hsig, hlarge]
    rw [hprod, card_product, card_significantPairs, Finset.sum_congr rfl fun p _ => hpart p,
      Finset.sum_const, Finset.card_univ, smul_eq_mul]
    ring

end

end SchwarzScreening
```

```lean
#print axioms SchwarzScreening.card_largeIntegrals_le
-- 'SchwarzScreening.card_largeIntegrals_le' depends on axioms: [propext, Classical.choice, Quot.sound]
#print axioms SchwarzScreening.screenedCoulomb_error
-- 'SchwarzScreening.screenedCoulomb_error' depends on axioms: [propext, Classical.choice, Quot.sound]
#print axioms SchwarzScreening.count_attained
-- 'SchwarzScreening.count_attained' depends on axioms: [propext, Classical.choice, Quot.sound]
```

## The argument in the code

In `schwarz`, the vector `Pi.single x c + Pi.single y 1` is the distribution $c\,x+y$. Expanding its quadratic form gives `hq`, and `discrim_le_zero` supplies the discriminant condition, including the case $g(x,x)=0$. `passes_test_of_large` combines this inequality with $|g(x,y)|^2=g(x,y)^2$.

`card_significantPairs` turns the count of pairs into a sum over orbitals. In `card_schwarzSurvivors_le`, `hsub` places the surviving quartets inside the product of the set of significant pairs with itself, by multiplying each diagonal bound $g(y,y)\le M$ and $g(x,x)\le M$ by the other, nonnegative diagonal entry; `hpairs` is the estimate $kN$. `card_largeIntegrals_le` then needs only that large integrals are among the survivors.

`screenedCoulomb_error` applies the triangle inequality and treats each term separately: a kept term contributes zero, a discarded one at most $t|D(y)|$.

In `count_attained`, the map $q\mapsto p+q$ matches the partners of $p$ with the elements of $A$, which gives `hpart`. Positivity follows from writing the model as $B^{\mathsf T}B$ with a single-row matrix $B$. Finally, `hprod` identifies the large integrals with all ordered combinations of two significant pairs, so their number is exactly $(kN)^2$.
